# A Truncated Boson Raising Operator Exponentiates to a Pascal Matrix in an Unnormalized Basis

Take one vibrational mode, keep its levels 0, ..., N, and act on the vacuum with exp(sT), where T adds one quantum and s is an amplitude. In a coupled-cluster treatment the same exponential also transforms operators, as in exp(−sT) n exp(sT), with n the number operator. Since T has nowhere to send level N, one may ask whether the cutoff spoils the formulas. For this single mode with a single amplitude it does not: in a suitably rescaled basis every nonzero entry of exp(sT) is a binomial coefficient times a power of s, and the transformed number operator is exactly n + sT.

Four assumptions carry these results: the scalars are real or complex, raising level k has weight k + 1, there is a highest level N, and only one excitation operator appears in the exponent.

## Real or complex amplitudes

The amplitude s may be any real or complex number, with no bound on its size. In Lean the scalar type is `𝕂`, and `RCLike 𝕂` covers both cases. By hand, the assumption enters when the exponential series is written down, because its m-th term is divided by m!. The proof uses it at the same places: to expand the exponential as a series, and to know that a factorial is nonzero as a scalar. Over a field of characteristic p, the division by m! would fail once m reached p.

```lean
import Mathlib

open Matrix

namespace BosonicLadderExponential

noncomputable section

variable {𝕂 : Type*} [RCLike 𝕂] {N : ℕ}
```

## Raising level k with weight k + 1

Let |k⟩ be the normalized state with k quanta, and let a† be the usual creation operator, so that a†|k⟩ = √(k+1) |k+1⟩ before truncation. In the rescaled basis e_k = |k⟩/√(k!) this becomes

a† e_k = (k+1) e_(k+1).

The matrix T is this operator cut off at level N:

T_(k+1,k) = k + 1, with all other entries zero.

In `ladder`, the row j is the final level and the column k the initial one. Both have type `Fin (N + 1)`, whose elements are 0, ..., N.

```lean
/-- The raising operator on levels `0, ..., N` in an unnormalized basis: it takes level `k`
to `k + 1` times level `k + 1`, and the top level to zero. -/
def ladder (𝕂 : Type*) [RCLike 𝕂] (N : ℕ) : Matrix (Fin (N + 1)) (Fin (N + 1)) 𝕂 :=
  Matrix.of fun j k => if (j : ℕ) = (k : ℕ) + 1 then ((k : ℕ) : 𝕂) + 1 else 0
```

The number operator is diagonal, with n_(k,k) = k. Rescaling the basis vectors leaves it unchanged.

```lean
/-- The number operator, diagonal with entries `0, ..., N`. -/
def number (𝕂 : Type*) [RCLike 𝕂] (N : ℕ) : Matrix (Fin (N + 1)) (Fin (N + 1)) 𝕂 :=
  Matrix.diagonal fun k => ((k : ℕ) : 𝕂)
```

By hand, the weight is used when powers of T are computed. For any matrix A, column k of AT is

(AT)_(j,k) = (k+1) A_(j,k+1) for k < N, and (AT)_(j,N) = 0.

`mul_ladder_apply` states this. Its proof keeps the only term of the matrix product that can be nonzero, or finds none when k is the top level.

```lean
/-- Column `k` of `A T` is `k + 1` times column `k + 1` of `A`, and zero for the top level. -/
theorem mul_ladder_apply (A : Matrix (Fin (N + 1)) (Fin (N + 1)) 𝕂) (j k : Fin (N + 1)) :
    (A * ladder 𝕂 N) j k =
      if h : (k : ℕ) + 1 < N + 1 then A j ⟨(k : ℕ) + 1, h⟩ * (((k : ℕ) : 𝕂) + 1) else 0 := by
  rw [Matrix.mul_apply]
  split_ifs with h
  · rw [Finset.sum_eq_single (⟨(k : ℕ) + 1, h⟩ : Fin (N + 1))]
    · simp [ladder]
    · intro l _ hl
      have hne : (l : ℕ) ≠ (k : ℕ) + 1 := fun e => hl (Fin.ext e)
      simp [ladder, hne]
    · simp
  · apply Finset.sum_eq_zero
    intro l _
    have hne : (l : ℕ) ≠ (k : ℕ) + 1 := by
      have := l.isLt
      omega
    simp [ladder, hne]
```

The powers of T then follow by induction on m. The claim is

(T^m)_(j,k) = j(j−1)...(j−m+1) if j = k + m, and zero otherwise.

For m = 0 the product is empty and the matrix is the identity. For the next power and k < N,

(T^(m+1))_(j,k) = (k+1) (T^m)_(j,k+1),

which vanishes unless j = k + 1 + m. In that case k + 1 = j − m, which is the next factor of the falling product. For k = N the column rule gives zero, as claimed, since there is no level j = N + m + 1. In `ladder_pow_apply` the exponent is called `n`, the falling product is `descFactorial`, and the equality `e'` identifies the new factor.

```lean
/-- The `n`-th power of the raising operator connects level `k` only to level `j = k + n`,
with the falling factorial `j (j - 1) ... (j - n + 1)` as matrix element. -/
theorem ladder_pow_apply (n : ℕ) (j k : Fin (N + 1)) :
    (ladder 𝕂 N ^ n) j k =
      if (j : ℕ) = (k : ℕ) + n then (((j : ℕ).descFactorial n : ℕ) : 𝕂) else 0 := by
  induction n generalizing k with
  | zero => simp [Matrix.one_apply, Fin.ext_iff]
  | succ n ih =>
    rw [pow_succ, mul_ladder_apply]
    by_cases h' : (j : ℕ) = (k : ℕ) + (n + 1)
    · have h : (k : ℕ) + 1 < N + 1 := by
        have := j.isLt
        omega
      have e : (j : ℕ) = ((⟨(k : ℕ) + 1, h⟩ : Fin (N + 1)) : ℕ) + n := by
        show (j : ℕ) = (k : ℕ) + 1 + n
        omega
      have e' : (j : ℕ) - n = (k : ℕ) + 1 := by omega
      rw [dif_pos h, ih, if_pos e, if_pos h', Nat.descFactorial_succ, e']
      push_cast
      ring
    · rw [if_neg h']
      split_ifs with h
      · have e : ¬ (j : ℕ) = ((⟨(k : ℕ) + 1, h⟩ : Fin (N + 1)) : ℕ) + n := by
          show ¬ (j : ℕ) = (k : ℕ) + 1 + n
          omega
        rw [ih, if_neg e, zero_mul]
      · rfl
```

With other weights, the falling product would be replaced by the product of the weights between levels k and j, and the binomial coefficients would in general be lost. In the normalized basis the weights are √(k+1), and the entry of exp(sT) for k ≤ j is

√(k!/j!) binomial(j,k) s^(j−k).

## A highest level N

Physically, the cutoff is a finite basis set: raising the top level gives zero. Any N ≥ 0 is allowed, and at N = 0 both T and n are the zero matrix. By hand, the cutoff ends the exponential series. If m > N, no two levels satisfy j = k + m, so T^m = 0 and

exp(sT) = Σ_(m=0)^N (s^m/m!) T^m.

The left side in Lean is `NormedSpace.exp`, the matrix exponential given by the full infinite series, so the finite sum is a theorem and not a definition. The proof of `exp_ladder_eq_sum` shows that each term beyond N vanishes and then matches the coefficients of the remaining ones.

```lean
/-- The exponential series of the raising operator stops after the `N`-th power. -/
theorem exp_ladder_eq_sum (s : 𝕂) :
    NormedSpace.exp (s • ladder 𝕂 N) =
      ∑ n ∈ Finset.range (N + 1), (s ^ n / (n.factorial : 𝕂)) • ladder 𝕂 N ^ n := by
  refine (congrFun (NormedSpace.exp_eq_tsum (𝕂 := 𝕂)) _).trans ?_
  refine (tsum_eq_sum (s := Finset.range (N + 1)) ?_).trans ?_
  · intro n hn
    -- more than N excitations leave the truncated space
    have hz : ladder 𝕂 N ^ n = 0 := by
      ext j k
      have hne : ¬ (j : ℕ) = (k : ℕ) + n := by
        have := j.isLt
        rw [Finset.mem_range] at hn
        omega
      exact (ladder_pow_apply n j k).trans (if_neg hne)
    simp [smul_pow, hz]
  · apply Finset.sum_congr rfl
    intro n _
    simp only [smul_pow, smul_smul, div_eq_mul_inv, mul_comm]
```

To read off entry (j,k) for k ≤ j, note that only m = j − k contributes:

exp(sT)_(j,k) = s^(j−k) · j(j−1)...(k+1)/(j−k)! = binomial(j,k) s^(j−k).

If k > j, no power contributes and the entry is zero. `exp_ladder_apply` follows this argument. It isolates the single term with `Finset.sum_eq_single`, writes the falling product as a factorial times a binomial coefficient, and cancels the factorial. At s = 1 the matrix is the lower-triangular Pascal matrix.

```lean
/-- Entry `(j, k)` of the exponential of `s T` is `binomial(j, k) s ^ (j - k)` for `k ≤ j`, and zero
otherwise. -/
theorem exp_ladder_apply (s : 𝕂) (j k : Fin (N + 1)) :
    NormedSpace.exp (s • ladder 𝕂 N) j k =
      if k ≤ j then (((j : ℕ).choose (k : ℕ) : ℕ) : 𝕂) * s ^ ((j : ℕ) - (k : ℕ)) else 0 := by
  rw [exp_ladder_eq_sum, Matrix.sum_apply]
  simp only [Matrix.smul_apply, ladder_pow_apply, smul_eq_mul]
  by_cases h : k ≤ j
  · have h' : (k : ℕ) ≤ (j : ℕ) := h
    have hf : ((((j : ℕ) - (k : ℕ)).factorial : ℕ) : 𝕂) ≠ 0 :=
      Nat.cast_ne_zero.mpr (Nat.factorial_ne_zero _)
    -- only the power n = j - k reaches level j from level k
    rw [if_pos h, Finset.sum_eq_single ((j : ℕ) - (k : ℕ))]
    · rw [if_pos (by omega), Nat.descFactorial_eq_factorial_mul_choose, Nat.choose_symm h',
        Nat.cast_mul, ← mul_assoc, div_mul_cancel₀ _ hf, mul_comm]
    · intro n _ hn
      rw [if_neg (by omega), mul_zero]
    · intro hn
      exact absurd (Finset.mem_range.mpr (by have := j.isLt; omega)) hn
  · have h' : ¬ (k : ℕ) ≤ (j : ℕ) := h
    rw [if_neg h]
    apply Finset.sum_eq_zero
    intro n _
    rw [if_neg (by omega), mul_zero]
```

Column 0 gives the action on the vacuum. Since binomial(j,0) = 1,

exp(sT) e_0 = Σ_(j=0)^N s^j e_j.

In the normalized basis the components are s^j/√(j!), those of a coherent state without its overall normalization, cut off at N. In Lean the vacuum is `Pi.single 0 1`, and `*ᵥ` is the action of a matrix on a vector.

```lean
/-- Acting on the lowest level, the exponential gives the state with components `s ^ j`. -/
theorem exp_ladder_vacuum (s : 𝕂) :
    NormedSpace.exp (s • ladder 𝕂 N) *ᵥ Pi.single 0 1 =
      fun j : Fin (N + 1) => s ^ (j : ℕ) := by
  ext j
  simp [exp_ladder_apply]
```

Without a highest level, T would be an unbounded operator on an infinite-dimensional space, and its exponential would need a choice of domain. The theorems treat each finite N and take no limit. The entries already found do not change when N grows; new rows and columns are added.

## One excitation operator in the exponent

Both exponents below are multiples of the same T: a single mode is excited, one quantum at a time, and no lowering operator appears. By hand, this is used to combine exponentials. Since sT and tT commute,

exp((s+t)T) = exp(sT) exp(tT).

The proof of `exp_ladder_add` supplies exactly this commutation to Mathlib's addition rule for matrix exponentials. For exponents that do not commute, such as a raising and a lowering operator, the rule fails in general.

```lean
/-- Exponentials of the raising operator compose by adding their amplitudes. -/
theorem exp_ladder_add (s t : 𝕂) :
    NormedSpace.exp ((s + t) • ladder 𝕂 N) =
      NormedSpace.exp (s • ladder 𝕂 N) * NormedSpace.exp (t • ladder 𝕂 N) := by
  rw [add_smul]
  exact Matrix.exp_add_of_commute _ _
    (((Commute.refl (ladder 𝕂 N)).smul_left s).smul_right t)
```

For N ≥ 1 the number operator does not commute with T, so it has to be moved through the exponential. Write E = exp(sT). Since n is diagonal,

(nE − En)_(j,k) = (j−k) E_(j,k).

For k < j, the column rule for multiplication by T gives

s(ET)_(j,k) = s(k+1) binomial(j,k+1) s^(j−k−1) = (j−k) binomial(j,k) s^(j−k),

where the last step is the recursion (k+1) binomial(j,k+1) = (j−k) binomial(j,k). The two sides agree. For k = j the left side has the factor zero, and for k > j the entry E_(j,k) vanishes. In both cases the right side is zero too, because column k + 1 of E either has a zero in row j or lies beyond the cutoff. Hence

nE − En = sET,

with no correction at the top level. `number_commutator_exp` makes the same case distinction. The binomial recursion is `hc`, and `linear_combination` multiplies it by the common power of s.

```lean
/-- The commutator of the number operator with `exp (s T)` is `s exp (s T) T`. -/
theorem number_commutator_exp (s : 𝕂) :
    number 𝕂 N * NormedSpace.exp (s • ladder 𝕂 N)
        - NormedSpace.exp (s • ladder 𝕂 N) * number 𝕂 N =
      s • (NormedSpace.exp (s • ladder 𝕂 N) * ladder 𝕂 N) := by
  ext j k
  rw [Matrix.sub_apply, number, Matrix.diagonal_mul, Matrix.mul_diagonal, Matrix.smul_apply,
    mul_ladder_apply, smul_eq_mul]
  by_cases hlt : (k : ℕ) < (j : ℕ)
  · have h : (k : ℕ) + 1 < N + 1 := by
      have := j.isLt
      omega
    have e1 := (exp_ladder_apply s j k).trans (if_pos (Fin.le_def.mpr hlt.le))
    have hle : (⟨(k : ℕ) + 1, h⟩ : Fin (N + 1)) ≤ j := by
      show (k : ℕ) + 1 ≤ (j : ℕ)
      omega
    have e2 : NormedSpace.exp (s • ladder 𝕂 N) j ⟨(k : ℕ) + 1, h⟩ =
        (((j : ℕ).choose ((k : ℕ) + 1) : ℕ) : 𝕂) * s ^ ((j : ℕ) - ((k : ℕ) + 1)) :=
      (exp_ladder_apply s j ⟨(k : ℕ) + 1, h⟩).trans (if_pos hle)
    -- the recursion between neighbouring binomial coefficients
    have hc : (((j : ℕ).choose ((k : ℕ) + 1) : ℕ) : 𝕂) * (((k : ℕ) : 𝕂) + 1) =
        (((j : ℕ).choose (k : ℕ) : ℕ) : 𝕂) * (((j : ℕ) : 𝕂) - ((k : ℕ) : 𝕂)) := by
      rw [← Nat.cast_sub hlt.le]
      exact_mod_cast Nat.choose_succ_right_eq (j : ℕ) (k : ℕ)
    have hp : s ^ ((j : ℕ) - (k : ℕ)) = s * s ^ ((j : ℕ) - ((k : ℕ) + 1)) := by
      rw [← pow_succ']
      congr 1
      omega
    rw [dif_pos h, e1, e2, hp]
    linear_combination (-(s * s ^ ((j : ℕ) - ((k : ℕ) + 1)))) * hc
  · have hr : (if h : (k : ℕ) + 1 < N + 1 then
        NormedSpace.exp (s • ladder 𝕂 N) j ⟨(k : ℕ) + 1, h⟩ * (((k : ℕ) : 𝕂) + 1)
        else 0) = 0 := by
      split_ifs with h
      · have hn : ¬ (⟨(k : ℕ) + 1, h⟩ : Fin (N + 1)) ≤ j := fun hle => hlt (Fin.le_def.mp hle)
        rw [exp_ladder_apply, if_neg hn, zero_mul]
      · rfl
    rw [hr, mul_zero]
    by_cases he : j = k
    · subst he
      ring
    · have hn : ¬ k ≤ j := fun hle =>
        he (Fin.ext (le_antisymm (not_lt.mp hlt) (Fin.le_def.mp hle)))
      rw [exp_ladder_apply, if_neg hn]
      ring
```

Now write the commutator as nE = En + sET and multiply from the left by exp(−sT). The addition rule gives exp(−sT)E = 1, so

exp(−sT) n exp(sT) = n + sT.

In `similarity_transform_number`, the inverse relation is `hinv` and the rearranged commutator is `hn`; the final rewriting is the multiplication just described.

The weight k + 1 matters less here than it did for the binomial entries. Any operator that raises by exactly one level satisfies nT − Tn = T, and this relation alone leads to the same transformed number operator. A Hamiltonian with lowering operators or anharmonic terms would need its own calculation, and there the cutoff can leave corrections: the relation aa† − a†a = 1, for instance, fails at the top level of a truncated mode.

```lean
/-- The similarity-transformed number operator is `exp (-s T) n exp (s T) = n + s T`. -/
theorem similarity_transform_number (s : 𝕂) :
    NormedSpace.exp ((-s) • ladder 𝕂 N) * number 𝕂 N * NormedSpace.exp (s • ladder 𝕂 N) =
      number 𝕂 N + s • ladder 𝕂 N := by
  have hinv := exp_ladder_add (N := N) (-s) s
  rw [neg_add_cancel, zero_smul, NormedSpace.exp_zero] at hinv
  -- move the number operator through the exponential
  have hn := sub_eq_iff_eq_add'.mp (number_commutator_exp (N := N) s)
  rw [mul_assoc, hn, mul_add, mul_smul_comm, ← mul_assoc, ← mul_assoc, ← hinv,
    one_mul, one_mul]

end

end BosonicLadderExponential
```

```lean
#print axioms BosonicLadderExponential.exp_ladder_vacuum
-- 'BosonicLadderExponential.exp_ladder_vacuum' depends on axioms: [propext, Classical.choice, Quot.sound]
#print axioms BosonicLadderExponential.exp_ladder_add
-- 'BosonicLadderExponential.exp_ladder_add' depends on axioms: [propext, Classical.choice, Quot.sound]
#print axioms BosonicLadderExponential.similarity_transform_number
-- 'BosonicLadderExponential.similarity_transform_number' depends on axioms: [propext, Classical.choice, Quot.sound]
```
